# The N-site principal minors of an N-electron Slater determinant's density matrix are its configuration probabilities

A lattice code can sample the positions of same-spin electrons from a Slater determinant by giving each set of occupied sites a weight. Let the $n\times N$ matrix $C$ hold the occupied orbitals in its columns, with $C^\dagger C=1$, and let $P=CC^\dagger$ be the one-particle density matrix. For a set $S$ of $N$ sites, let $C_S$ be the corresponding rows of $C$ and $P_{SS}$ the corresponding block of $P$. Then

$$\det P_{SS}=|\det C_S|^2,\qquad \sum_{|S|=N}\det P_{SS}=1,\qquad \sum_{S\ni i}\det P_{SS}=P_{ii}.$$

A sampler can therefore take its weights from $C$ or from $P$, already normalised, and the sampled occupation of site $i$ should converge to $P_{ii}$.

## Summing over site assignments

Take $A$ of size $N\times n$ and $B$ of size $n\times N$. Expanding the determinant and exchanging sums gives

$$\det(AB)=\sum_\sigma \operatorname{sgn}\sigma\prod_i\sum_k A_{\sigma(i)k}B_{ki}=\sum_f \det(A_f)\prod_i B_{f(i)i},$$

where $f$ assigns a site to each $i=0,\dots,N-1$, and column $i$ of $A_f$ is column $f(i)$ of $A$. If $f$ repeats a site, two columns agree and the term vanishes. Otherwise $f(i)=s_{\tau(i)}$ for a unique set $S=\{s_0<\dots<s_{N-1}\}$ and permutation $\tau$, and $\det A_f=\operatorname{sgn}\tau\,\det A_S$, where $A_S$ has the columns of $A$ in $S$. With $B_S$ for the rows of $B$ in $S$, summing over $\tau$ yields the Cauchy–Binet formula

$$\det(AB)=\sum_S\det A_S\,\det B_S .$$

With $A=C^\dagger$ this reads $\det(C^\dagger B)=\sum_S\overline{\det C_S}\,\det B_S$. Setting $B=C$ gives $\sum_S|\det C_S|^2=\det 1=1$. Since $P_{SS}=C_SC_S^\dagger$, its determinant is $|\det C_S|^2$.

For the occupation of a site $i$, let $r$ be row $i$ of $C$ and let $B$ be $C$ with that row set to zero. Then $\det B_S$ is zero if $i\in S$ and $\det C_S$ otherwise, so

$$\sum_{S\not\ni i}|\det C_S|^2=\det(C^\dagger B)=\det(1-r^\dagger r)=1-rr^\dagger=1-P_{ii}.$$

Subtracting from 1 gives $P_{ii}$.

## Two electrons on three sites

$$C=\tfrac13\begin{pmatrix}1&2\\2&1\\2&-2\end{pmatrix}$$

has orthonormal columns. With sites numbered 0, 1, 2, the pairs $\{0,1\},\{0,2\},\{1,2\}$ have amplitudes $-\tfrac13,-\tfrac23,-\tfrac23$ and probabilities $\tfrac19,\tfrac49,\tfrac49$. Site 0 is occupied with probability $\tfrac19+\tfrac49=\tfrac59$, which is $P_{00}$.

Unit-norm columns alone are not enough for normalisation. On two sites, the columns $(1,0)$ and $(\tfrac35,\tfrac45)$ give a single configuration of weight $\tfrac{16}{25}$.

## The Lean file

```lean
import Mathlib

open Matrix

namespace SlaterConfigurations

noncomputable section

variable {ι : Type*} [Fintype ι] [LinearOrder ι] {N : ℕ}

/-- A configuration: a set of exactly `N` occupied sites. -/
abbrev Config (ι : Type*) (N : ℕ) := {S : Finset ι // S.card = N}

/-- The occupied sites of a configuration, listed in increasing order. -/
def sites (S : Config ι N) : Fin N → ι := S.1.orderEmbOfFin S.2

/-- The amplitude of a configuration in the determinant built from the columns of `C`:
the determinant of the rows of `C` at the occupied sites. -/
def amplitude (C : Matrix ι (Fin N) ℂ) (S : Config ι N) : ℂ :=
  (C.submatrix (sites S) id).det

/-- The principal minor of a one-particle matrix `P` on the sites of a configuration. -/
def principalMinor (P : Matrix ι ι ℂ) (S : Config ι N) : ℂ :=
  (P.submatrix (sites S) (sites S)).det

omit [Fintype ι] in
/-- The listed sites are exactly the occupied ones. -/
theorem range_sites (S : Config ι N) : Set.range (sites S) = (S.1 : Set ι) :=
  Finset.range_orderEmbOfFin S.1 S.2

/-- Cauchy–Binet formula: the determinant of a product of rectangular matrices is a sum over
configurations of products of minors. -/
theorem cauchy_binet (A : Matrix (Fin N) ι ℂ) (B : Matrix ι (Fin N) ℂ) :
    (A * B).det = ∑ S : Config ι N,
      (A.submatrix id (sites S)).det * (B.submatrix (sites S) id).det := by
  -- expand over all assignments of particles to sites
  have h1 : (A * B).det =
      ∑ f : Fin N → ι, (A.submatrix id f).det * ∏ i, B (f i) i := by
    simp only [Matrix.det_apply', Matrix.mul_apply, Finset.prod_univ_sum, Finset.mul_sum,
      Fintype.piFinset_univ]
    rw [Finset.sum_comm]
    refine Finset.sum_congr rfl fun f _ => ?_
    rw [Finset.sum_mul]
    refine Finset.sum_congr rfl fun σ _ => ?_
    simp only [Matrix.submatrix_apply, id_eq, Finset.prod_mul_distrib, mul_assoc]
  let e : Config ι N × Equiv.Perm (Fin N) → (Fin N → ι) := fun p i => sites p.1 (p.2 i)
  have he : Function.Injective e := by
    rintro ⟨S, σ⟩ ⟨T, τ⟩ h
    have hc : (S.1 : Set ι) = (T.1 : Set ι) := by
      rw [← range_sites S, ← range_sites T, ← σ.surjective.range_comp (sites S),
        ← τ.surjective.range_comp (sites T)]
      exact congrArg Set.range h
    have hST : S = T := Subtype.ext (Finset.coe_injective hc)
    subst hST
    have hσ : σ = τ := Equiv.ext fun i =>
      (S.1.orderEmbOfFin S.2).injective (congrFun h i)
    rw [hσ]
  -- an assignment that is not an ordering of a configuration puts two particles on one site
  have h0 : ∀ f, f ∉ Set.range e → (A.submatrix id f).det * ∏ i, B (f i) i = 0 := by
    intro f hf
    have hni : ¬ Function.Injective f := by
      intro hinj
      apply hf
      let S : Config ι N :=
        ⟨Finset.univ.image f, by simp [Finset.card_image_of_injective _ hinj]⟩
      have hex : ∀ i, ∃ j, sites S j = f i := by
        intro i
        have hi : f i ∈ (S.1 : Set ι) :=
          Finset.mem_coe.2 (Finset.mem_image_of_mem f (Finset.mem_univ i))
        rw [← range_sites S] at hi
        exact hi
      choose s hs using hex
      have hsi : Function.Injective s := fun a b hab =>
        hinj (by rw [← hs a, ← hs b, hab])
      exact ⟨(S, Equiv.ofBijective s (Finite.injective_iff_bijective.1 hsi)), funext hs⟩
    simp only [Function.Injective, not_forall] at hni
    obtain ⟨i, j, hij, hne⟩ := hni
    have hz : (A.submatrix id f).det = 0 :=
      Matrix.det_zero_of_column_eq hne fun k => by simp [hij]
    rw [hz, zero_mul]
  -- reordering the particles costs the sign of the permutation
  have h2 := Fintype.sum_of_injective e he
    (fun p => (A.submatrix id (sites p.1)).det *
      (((Equiv.Perm.sign p.2 : ℤ) : ℂ) * ∏ i, B (sites p.1 (p.2 i)) i))
    (fun f => (A.submatrix id f).det * ∏ i, B (f i) i) h0 (by
      rintro ⟨S, σ⟩
      have hd : (A.submatrix id (e (S, σ))).det =
          ((Equiv.Perm.sign σ : ℤ) : ℂ) * (A.submatrix id (sites S)).det :=
        Matrix.det_permute' σ (A.submatrix id (sites S))
      simp only [hd]
      simp only [e]
      ring)
  rw [h1, ← h2, Fintype.sum_prod_type]
  refine Finset.sum_congr rfl fun S _ => ?_
  have hB := Matrix.det_apply' (B.submatrix (sites S) id)
  simp only [hB, Finset.mul_sum, Matrix.submatrix_apply, id_eq]

/-- The determinant of the orbital overlap matrix of `A` and `B` is the sum over configurations
of the conjugate amplitude of `A` times the amplitude of `B`. -/
theorem slater_overlap (A B : Matrix ι (Fin N) ℂ) :
    (Aᴴ * B).det = ∑ S : Config ι N, star (amplitude A S) * amplitude B S := by
  rw [cauchy_binet]
  refine Finset.sum_congr rfl fun S _ => ?_
  have h : (Aᴴ).submatrix id (sites S) = (A.submatrix (sites S) id)ᴴ := rfl
  rw [h, Matrix.det_conjTranspose]
  rfl

omit [Fintype ι] in
/-- The principal minor of `C Cᴴ` on a configuration of `N` sites, `N` being the number of
columns of `C`, is the squared modulus of its amplitude. -/
theorem minor_eq_norm_sq (C : Matrix ι (Fin N) ℂ) (S : Config ι N) :
    principalMinor (C * Cᴴ) S = ((‖amplitude C S‖ ^ 2 : ℝ) : ℂ) := by
  have h : (C * Cᴴ).submatrix (sites S) (sites S) =
      C.submatrix (sites S) id * (C.submatrix (sites S) id)ᴴ := by
    ext i j
    simp [Matrix.mul_apply]
  rw [principalMinor, h, Matrix.det_mul, Matrix.det_conjTranspose, Complex.star_def,
    Complex.mul_conj, Complex.normSq_eq_norm_sq]
  rfl

/-- For orthonormal orbitals `C`, the principal minors of `P = C Cᴴ` on the `N`-site
configurations are the squared moduli of the amplitudes, and they sum to one. -/
theorem configuration_probabilities (C : Matrix ι (Fin N) ℂ) (hC : Cᴴ * C = 1) :
    (∀ S : Config ι N, principalMinor (C * Cᴴ) S = ((‖amplitude C S‖ ^ 2 : ℝ) : ℂ)) ∧
      ∑ S : Config ι N, principalMinor (C * Cᴴ) S = 1 := by
  refine ⟨minor_eq_norm_sq C, ?_⟩
  have h := slater_overlap C C
  rw [hC, Matrix.det_one] at h
  rw [h]
  refine Finset.sum_congr rfl fun S _ => ?_
  rw [minor_eq_norm_sq, mul_comm, Complex.star_def, Complex.mul_conj,
    Complex.normSq_eq_norm_sq]

/-- For orthonormal orbitals `C`, the principal minors of `P = C Cᴴ` on the `N`-site configurations
that contain site `i` sum to the diagonal element `P i i`. -/
theorem site_occupation (C : Matrix ι (Fin N) ℂ) (hC : Cᴴ * C = 1) (i : ι) :
    ∑ S : Config ι N, (if i ∈ S.1 then principalMinor (C * Cᴴ) S else 0) =
      (C * Cᴴ) i i := by
  -- `B` is `C` with row `i` set to zero, `R` is row `i` of `C`
  let B : Matrix ι (Fin N) ℂ := Matrix.of fun k a => if k = i then 0 else C k a
  let R : Matrix (Fin 1) (Fin N) ℂ := C.submatrix (fun _ => i) id
  have hB : Cᴴ * B = 1 - Rᴴ * R := by
    rw [← hC]
    ext a b
    have hk : ∀ k, star (C k a) * (if k = i then 0 else C k b) =
        star (C k a) * C k b - (if k = i then star (C k a) * C k b else 0) := by
      intro k
      split_ifs <;> simp
    simp only [Matrix.sub_apply, Matrix.mul_apply, Matrix.conjTranspose_apply, B, R,
      Matrix.of_apply, Matrix.submatrix_apply, id_eq, hk, Finset.sum_sub_distrib]
    simp
  have hdet : (Cᴴ * B).det = 1 - (C * Cᴴ) i i := by
    rw [hB, Matrix.det_one_sub_mul_comm]
    simp [Matrix.mul_apply, R]
  -- configurations avoiding `i` keep their amplitude, the others get zero
  have hamp : ∀ S : Config ι N, amplitude B S = if i ∈ S.1 then 0 else amplitude C S := by
    intro S
    split_ifs with hi
    · have hr : i ∈ Set.range (sites S) := by
        rw [range_sites]
        exact hi
      obtain ⟨j, hj⟩ := hr
      exact Matrix.det_eq_zero_of_row_eq_zero j fun a => by simp [B, hj]
    · have hs : ∀ j, sites S j ≠ i := by
        intro j hj
        apply hi
        rw [← hj]
        exact Finset.orderEmbOfFin_mem S.1 S.2 j
      have hsub : B.submatrix (sites S) id = C.submatrix (sites S) id := by
        ext j a
        simp [B, hs j]
      rw [amplitude, hsub, amplitude]
  have hsum : ∑ S : Config ι N, (if i ∈ S.1 then principalMinor (C * Cᴴ) S else 0) =
      ∑ S : Config ι N, principalMinor (C * Cᴴ) S -
        ∑ S : Config ι N, star (amplitude C S) * amplitude B S := by
    rw [← Finset.sum_sub_distrib]
    refine Finset.sum_congr rfl fun S _ => ?_
    rw [hamp S]
    split_ifs
    · rw [mul_zero, sub_zero]
    · rw [minor_eq_norm_sq, mul_comm (star _), Complex.star_def, Complex.mul_conj,
        Complex.normSq_eq_norm_sq, sub_self]
  rw [hsum, (configuration_probabilities C hC).2, ← slater_overlap, hdet]
  ring

omit [Fintype ι] in
/-- With `N` orbitals, every principal minor of `C Cᴴ` on more than `N` sites vanishes. -/
theorem minor_eq_zero_of_lt {M : ℕ} (C : Matrix ι (Fin N) ℂ) (hM : N < M)
    (S : Config ι M) : principalMinor (C * Cᴴ) S = 0 := by
  have h : (C * Cᴴ).submatrix (sites S) (sites S) =
      C.submatrix (sites S) id * (C.submatrix (sites S) id)ᴴ := by
    ext i j
    simp [Matrix.mul_apply]
  rw [principalMinor, h, cauchy_binet]
  -- there is no way to choose `M` different orbitals out of `N`
  refine Finset.sum_eq_zero fun T _ => ?_
  have hT := Finset.card_le_univ T.1
  rw [T.2, Fintype.card_fin] at hT
  omega

/-- Two orbitals on three sites. -/
def threeSite : Matrix (Fin 3) (Fin 2) ℂ := !![1/3, 2/3; 2/3, 1/3; 2/3, -2/3]

/-- The two orbitals of `threeSite` are orthonormal, and the determinants of its row pairs
are `-1/3`, `-2/3` and `-2/3`. -/
theorem threeSite_witness :
    threeSiteᴴ * threeSite = 1 ∧
      (threeSite.submatrix ![0, 1] id).det = -1/3 ∧
      (threeSite.submatrix ![0, 2] id).det = -2/3 ∧
      (threeSite.submatrix ![1, 2] id).det = -2/3 := by
  have h2 : (starRingEnd ℂ) 2 = 2 := Complex.ext (by simp) (by simp)
  have h3 : (starRingEnd ℂ) 3 = 3 := Complex.ext (by simp) (by simp)
  -- the entries, row by row
  have e00 : threeSite 0 0 = 1/3 := rfl
  have e01 : threeSite 0 1 = 2/3 := rfl
  have e10 : threeSite 1 0 = 2/3 := rfl
  have e11 : threeSite 1 1 = 1/3 := rfl
  have e20 : threeSite 2 0 = 2/3 := rfl
  have e21 : threeSite 2 1 = -2/3 := rfl
  refine ⟨?_, ?_, ?_, ?_⟩
  · ext i j
    fin_cases i <;> fin_cases j <;>
      simp [threeSite, Matrix.mul_apply, Fin.sum_univ_succ, h2, h3] <;> norm_num
  all_goals
    simp only [Matrix.det_fin_two, Matrix.submatrix_apply, id_eq]
    norm_num [e00, e01, e10, e11, e20, e21]

end

end SlaterConfigurations
```

```lean
#print axioms SlaterConfigurations.configuration_probabilities
-- 'SlaterConfigurations.configuration_probabilities' depends on axioms: [propext, Classical.choice, Quot.sound]
#print axioms SlaterConfigurations.site_occupation
-- 'SlaterConfigurations.site_occupation' depends on axioms: [propext, Classical.choice, Quot.sound]
#print axioms SlaterConfigurations.minor_eq_zero_of_lt
-- 'SlaterConfigurations.minor_eq_zero_of_lt' depends on axioms: [propext, Classical.choice, Quot.sound]
```

## What is guaranteed for orthonormal orbitals

The finite ordered type `ι` is the set of sites for electrons of one spin, or the set of spin-orbitals when both spins are present. `Config ι N` is the type of $N$-site sets, and `sites S` lists one in increasing order. This order fixes the sign of `amplitude C S`, which is $\det C_S$; the probabilities do not depend on it. `principalMinor` is complex-valued, so the squared modulus appears as a real number cast to `ℂ`.

`configuration_probabilities` states the first two identities and `site_occupation` the third, both under `hC : Cᴴ * C = 1`. The first identity alone, `minor_eq_norm_sq`, holds for any `C`. `minor_eq_zero_of_lt` adds that minors on more than $N$ sites vanish.

In `cauchy_binet`, `h1` is the expansion over $f$. The map `e` turns a configuration and a permutation into an assignment, `he` shows that it is injective, and `h0` removes the assignments it misses. `slater_overlap` specialises to $A^\dagger B$. In `site_occupation`, `hB` and `hdet` evaluate the rank-one correction, and `hamp` identifies the surviving amplitudes. For too many sites, Cauchy–Binet leaves an empty sum, since $M>N$ different orbitals cannot be chosen from $N$. `threeSite_witness` checks the orthonormality and the three determinants above.

The file contains no Fock space: reading $\det C_S$ as the many-electron amplitude, and its squared modulus as a probability, is the physical step left to the user. The hypothesis also presumes an orthonormal site basis, so coefficients in overlapping atomic orbitals must first be transformed. The result serves non-interacting or Hartree–Fock states given by one determinant, not correlated ones, and it says nothing about rounding errors in computed determinants.
